# A system at rest at the origin under a linear force continuous in time stays there

The lemma concerns the equation of motion w″(t) = A(t) w(t), written as the pair w′ = p, p′ = A(t) w, with w and p taking values in a real normed space. Each A(t) is a continuous linear map, and A depends continuously on t in the operator norm. If w and p both vanish at time zero, then w(t) = 0 at every time t, earlier or later. The proof bounds ‖A‖ on a compact interval containing 0 and t, which gives a Lipschitz constant for the vector field (w, p) ↦ (p, A(t) w) on phase space. It then applies uniqueness of solutions to compare (w, p) with the solution that is constantly zero.

The first attempt, which Lean rejects:

```lean
import Mathlib

open scoped InnerProductSpace

namespace RestAtOrigin

noncomputable section

/-- A system with a linear force `A(t) w`, continuous in time, that is at rest at the
origin at time zero is at the origin at all times. -/
theorem rest_at_origin {F : Type*} [NormedAddCommGroup F] [NormedSpace ℝ F]
    {A : ℝ → F →L[ℝ] F} (hA : Continuous A) {w p : ℝ → F}
    (hw : ∀ t, HasDerivAt w (p t) t) (hp : ∀ t, HasDerivAt p (A t (w t)) t)
    (w0 : w 0 = 0) (p0 : p 0 = 0) (t : ℝ) : w t = 0 := by
  -- the force is uniformly bounded on a compact interval around 0 and t
  obtain ⟨M, hM⟩ := (isCompact_Icc (a := -(|t| + 1)) (b := |t| + 1)).exists_bound_of_continuousOn
    hA.continuousOn
  let K : NNReal := ⟨max 1 M, le_trans zero_le_one (le_max_left 1 M)⟩
  have hLip : ∀ s ∈ Set.Ioo (-(|t| + 1)) (|t| + 1),
      LipschitzOnWith K (fun z : F × F => (z.2, A s z.1)) Set.univ := by
    intro s hs
    refine LipschitzOnWith.of_dist_le_mul fun x _ y _ => ?_
    rw [dist_eq_norm, dist_eq_norm]
    have h1 : ‖x.1 - y.1‖ ≤ ‖x - y‖ := norm_fst_le (x - y)
    have h2 : ‖x.2 - y.2‖ ≤ ‖x - y‖ := norm_snd_le (x - y)
    refine (Prod.norm_def _).trans_le (max_le ?_ ?_)
    · change ‖x.2 - y.2‖ ≤ max 1 M * ‖x - y‖
      nlinarith [le_max_left 1 M, norm_nonneg (x - y)]
    · change ‖A s x.1 - A s y.1‖ ≤ max 1 M * ‖x - y‖
      rw [← map_sub]
      have h3 : ‖A s‖ ≤ max 1 M := (hM s ⟨hs.1.le, hs.2.le⟩).trans (le_max_right 1 M)
      exact ((A s).le_opNorm _).trans
        (mul_le_mul h3 h1 (norm_nonneg _) (le_trans zero_le_one (le_max_left 1 M)))
  -- uniqueness in phase space, compared with the solution that is zero
  have hEq := ODE_solution_unique_of_mem_Ioo (v := fun s (z : F × F) => (z.2, A s z.1))
    (s := fun _ => Set.univ) (K := K) (f := fun s => (w s, p s)) (g := fun _ => (0 : F × F))
    (t₀ := 0) hLip ⟨by linarith [abs_nonneg t], by linarith [abs_nonneg t]⟩
    (fun s _ => ⟨(hw s).prodMk (hp s), Set.mem_univ _⟩)
    (fun s _ => ⟨(hasDerivAt_const s (0 : F × F)).congr_deriv (by simp), Set.mem_univ _⟩)
    (by simp [w0, p0])
  have ht : t ∈ Set.Ioo (-(|t| + 1)) (|t| + 1) :=
    ⟨by linarith [neg_abs_le t], by linarith [le_abs_self t]⟩
  exact congrArg Prod.fst (hEq ht)

end

end RestAtOrigin
```

Compiling this gives:

```
Main.lean:39:63: error: unsolved goals
F : Type u_1
inst✝¹ : NormedAddCommGroup F
inst✝ : NormedSpace ℝ F
A : ℝ → F →L[ℝ] F
hA : Continuous A
w p : ℝ → F
hw : ∀ (t : ℝ), HasDerivAt w (p t) t
hp : ∀ (t : ℝ), HasDerivAt p ((A t) (w t)) t
w0 : w 0 = 0
p0 : p 0 = 0
t M : ℝ
hM : ∀ x ∈ Set.Icc (-(|t| + 1)) (|t| + 1), ‖A x‖ ≤ M
K : NNReal := ⟨max 1 M, ⋯⟩
hLip : ∀ s ∈ Set.Ioo (-(|t| + 1)) (|t| + 1), LipschitzOnWith K (fun z => (z.2, (A s) z.1)) Set.univ
s : ℝ
x✝ : s ∈ Set.Ioo (-(|t| + 1)) (|t| + 1)
⊢ 0 = (0, 0)
```

What went wrong. The one error lies in the check that the zero curve solves the phase-space equation. `hasDerivAt_const` gives its derivative as the zero of `F × F`, while the vector field at the origin gives a pair with components `0` and `A s 0`. `congr_deriv` therefore needs a proof that these two are equal.

The call `by simp` brings both components of the pair to zero, but leaves the goal `0 = (0, 0)`. This is true: the left side is the zero of the product space, and the right side is the pair of zeros. `simp` did not take the last step of identifying them, so the goal stayed open.

The repair proves the equality by components with `Prod.ext`. The first components agree by definition, so `rfl` suffices. For the second, `map_zero (A s)` says that `A s 0 = 0`, and `.symm` turns it round to the required `0 = A s 0`.

This version goes through:

```diff
@@ -37,5 +37,6 @@
     (t₀ := 0) hLip ⟨by linarith [abs_nonneg t], by linarith [abs_nonneg t]⟩
     (fun s _ => ⟨(hw s).prodMk (hp s), Set.mem_univ _⟩)
-    (fun s _ => ⟨(hasDerivAt_const s (0 : F × F)).congr_deriv (by simp), Set.mem_univ _⟩)
+    (fun s _ => ⟨(hasDerivAt_const s (0 : F × F)).congr_deriv
+      (Prod.ext rfl (map_zero (A s)).symm), Set.mem_univ _⟩)
     (by simp [w0, p0])
   have ht : t ∈ Set.Ioo (-(|t| + 1)) (|t| + 1) :=
```
